# Mass-weighted completeness of the normal modes of a finite harmonic system

For a harmonic system with finitely many coordinates, real force constants `Φ` and a diagonal mass matrix `M`, suppose there are as many real modes $v_s$ as coordinates, each solving $\Phi v_s = \lambda_s M v_s$, and that they are mass-orthonormal, $v_s^{T} M v_t = \delta_{st}$. The declaration states that these modes are complete: $m_i \sum_s v_s(i)\,v_s(j) = \delta_{ij}$, or in matrix form $M \sum_s v_s v_s^{T} = 1$. The attempt writes orthonormality as a product of two square matrices equal to the identity, and swaps the factors, since a one-sided inverse of a square matrix is two-sided. It then reads off the entry at `i`, `j`; the eigenvalue equation is not used.

Lean 4 with Mathlib refuses this proof:

```lean
import Mathlib

open Matrix

namespace ReceptanceExpansion

noncomputable section

variable {n : Type*} [Fintype n] [DecidableEq n]

/-- The vectors `v s` are mass-orthonormal and solve the vibrational problem
`Φ v = lam M v` with force constants `Φ` and diagonal mass matrix `M`. -/
structure IsNormalModeBasis (Φ : Matrix n n ℝ) (m lam : n → ℝ) (v : n → n → ℝ) : Prop where
  orthonormal : ∀ s t, v s ⬝ᵥ (diagonal m *ᵥ v t) = if s = t then 1 else 0
  eigen : ∀ s, Φ *ᵥ v s = lam s • (diagonal m *ᵥ v s)

variable {Φ : Matrix n n ℝ} {m lam : n → ℝ} {v : n → n → ℝ}

/-- Completeness of the normal modes: `M ∑ s, v_s v_sᵀ` is the identity. -/
theorem IsNormalModeBasis.completeness (h : IsNormalModeBasis Φ m lam v) (i j : n) :
    m i * ∑ s, v s i * v s j = if i = j then 1 else 0 := by
  have h1 : (Matrix.of fun s i => v s i : Matrix n n ℝ) *
      (Matrix.of fun i s => m i * v s i : Matrix n n ℝ) = 1 := by
    ext s t
    have h0 := h.orthonormal s t
    simp only [dotProduct, Matrix.mulVec_diagonal] at h0
    simpa only [Matrix.mul_apply, Matrix.of_apply, Matrix.one_apply] using h0
  -- a one-sided inverse of a square matrix is two-sided
  have h2 := congrFun (congrFun (mul_eq_one_comm.mp h1) i) j
  simp only [Matrix.mul_apply, Matrix.of_apply, Matrix.one_apply] at h2
  rw [← h2, Finset.mul_sum]
  exact Finset.sum_congr rfl fun s _ => by ring

end

end ReceptanceExpansion
```

Lean reports:

```
Main.lean:29:22: error: Application type mismatch: The argument
  congrFun (mul_eq_one_comm.mp ?m.100) i
has type
  (?m.97 * ?m.96) i = 1 i
but is expected to have type
  ?m.87 = ?m.88
in the application
  congrFun (congrFun (mul_eq_one_comm.mp ?m.100) i)
Main.lean:21:54: error: stuck at solving universe constraint
  ?u.108 + 1 =?= imax (u_1 + 1) ?u.106
while trying to unify
  Eq.{imax (u_1 + 1) ?u.106} (HMul.hMul.{?u.108, ?u.108, ?u.108} ?m.97 ?m.96) (OfNat.ofNat.{?u.108} 1) : Prop
with
  Eq.{?u.108 + 1} (HMul.hMul.{?u.108, ?u.108, ?u.108} ?m.97 ?m.96) (OfNat.ofNat.{?u.108} 1) : Prop
```

As a diff, the version that Lean accepts:

```diff
@@ -27,5 +27,6 @@
     simpa only [Matrix.mul_apply, Matrix.of_apply, Matrix.one_apply] using h0
   -- a one-sided inverse of a square matrix is two-sided
-  have h2 := congrFun (congrFun (mul_eq_one_comm.mp h1) i) j
+  have h1' := mul_eq_one_comm.mp h1
+  have h2 := congrArg (fun A : Matrix n n ℝ => A i j) h1'
   simp only [Matrix.mul_apply, Matrix.of_apply, Matrix.one_apply] at h2
   rw [← h2, Finset.mul_sum]
```

Both errors come from the line that swaps the factors and takes an entry in one nested expression. `congrFun` needs an equation between functions, but `mul_eq_one_comm` speaks of a general multiplicative structure. When Lean checked the nesting, `h1` had not yet been used, as the placeholder `?m.100` shows, so nothing said that the factors were matrices. Lean therefore could not see that applying the equation to `i` gives an equation between functions again, as the outer `congrFun` requires. The second message is the same trouble in universe levels: the level `congrFun` gives to a function type, an `imax`, could not be matched with the still unknown level of the factors' type.

The repair first states the swapped equation as `h1'`, where `h1` fixes the type as `Matrix n n ℝ`. It then uses `congrArg` with a function explicitly defined on such matrices, which takes the entry `A i j`, so no function type has to be inferred. The messages do not show whether the first change alone would have sufficed.
